# Second derivatives of a non-interacting energy from the first-order density response

When the nuclei of a molecule are displaced, the electrons feel a changed potential and their density shifts, and both effects enter the force constants that govern the vibrations. How much of the electronic response is needed to compute those constants, if the electrons are non-interacting and live on a finite grid?

```lean
import Mathlib

open Filter
open scoped Topology Matrix

namespace DynamicalMatrixDFPT

noncomputable section

variable {X g ι : Type*} [NormedAddCommGroup X] [NormedSpace ℝ X]
  [Fintype g] [DecidableEq g] [Fintype ι]

/-- The Hamiltonian on a finite grid: kinetic matrix `T` plus a local potential `v`. -/
def hamiltonian (T : Matrix g g ℝ) (v : g → ℝ) : Matrix g g ℝ := T + Matrix.diagonal v

/-- The orbital `ψ` is a differentiable unit eigenvector of `T + diag V(R)` with eigenvalue
`e R`, for all nuclear configurations `R` in `Ω`. -/
structure IsEigenstateOn (T : Matrix g g ℝ) (V : X → g → ℝ) (Ω : Set X)
    (ψ : X → g → ℝ) (e : X → ℝ) : Prop where
  eigen : ∀ R ∈ Ω, hamiltonian T (V R) *ᵥ ψ R = e R • ψ R
  unit : ∀ R ∈ Ω, ψ R ⬝ᵥ ψ R = 1
  diff : ∀ R ∈ Ω, ∀ x, DifferentiableAt ℝ (fun S => ψ S x) R

/-- The electron density at grid point `x`: the sum of the squared orbitals. -/
def density (ψ : ι → X → g → ℝ) (R : X) (x : g) : ℝ := ∑ i, ψ i R x ^ 2

/-- The total energy: the sum of the orbital eigenvalues plus the nuclear energy `U`. -/
def energy (e : ι → X → ℝ) (U : X → ℝ) (R : X) : ℝ := (∑ i, e i R) + U R

/-- The function and its first derivative are both differentiable at each point of `Ω`. -/
def TwiceDifferentiableOn (f : X → ℝ) (Ω : Set X) : Prop :=
  ∀ R ∈ Ω, DifferentiableAt ℝ f R ∧ DifferentiableAt ℝ (fderiv ℝ f) R

/-- The second derivative of `f` at `R` along the displacements `a` and `b`. -/
def hess (f : X → ℝ) (R a b : X) : ℝ := fderiv ℝ (fderiv ℝ f) R a b

variable {T : Matrix g g ℝ} {V : X → g → ℝ} {Ω : Set X} {U : X → ℝ}
  {ψ : ι → X → g → ℝ} {e : ι → X → ℝ}

/-- The Hamiltonian acts on an orbital by the kinetic matrix and by pointwise multiplication
with the potential. -/
theorem hamiltonian_mulVec_apply (T : Matrix g g ℝ) (v φ : g → ℝ) (x : g) :
    (hamiltonian T v *ᵥ φ) x = (∑ y, T x y * φ y) + v x * φ x := by
  rw [hamiltonian, Matrix.add_mulVec, Pi.add_apply, Matrix.mulVec_diagonal]
  rfl

/-- Hellmann-Feynman theorem: let `T` be symmetric, let the orbital be a differentiable unit
eigenvector on an open set, and let the potential be differentiable at a point `R` of that set. Then
the derivative of the eigenvalue at `R` is the derivative of the potential averaged over the squared
orbital. -/
theorem hellmann_feynman {φ : X → g → ℝ} {ε : X → ℝ} (hT : T.IsSymm) (hΩ : IsOpen Ω)
    (h : IsEigenstateOn T V Ω φ ε) {R : X} (hR : R ∈ Ω) {V' : g → X →L[ℝ] ℝ}
    (hV : ∀ x, HasFDerivAt (fun S => V S x) (V' x) R) :
    HasFDerivAt ε (∑ x, φ R x ^ 2 • V' x) R := by
  have hd := fun x => (h.diff R hR x).hasFDerivAt
  -- the eigenvalue is the expectation value of the Hamiltonian
  have he : ε =ᶠ[𝓝 R] fun S =>
      ∑ x, φ S x * ((∑ y, T x y * φ S y) + V S x * φ S x) := by
    filter_upwards [hΩ.mem_nhds hR] with S hS
    have h1 : φ S ⬝ᵥ (hamiltonian T (V S) *ᵥ φ S) = ε S := by
      rw [h.eigen S hS, dotProduct_smul, h.unit S hS, smul_eq_mul, mul_one]
    rw [← h1]
    simp only [dotProduct, hamiltonian_mulVec_apply]
  have key := HasFDerivAt.fun_sum (u := Finset.univ) fun x _ =>
    (hd x).fun_mul ((HasFDerivAt.fun_sum (u := Finset.univ) fun y _ =>
      (hd y).const_mul (T x y)).fun_add ((hV x).fun_mul (hd x)))
  refine (key.congr_of_eventuallyEq he).congr_fderiv ?_
  ext a
  -- conservation of the norm: the orbital response is orthogonal to the orbital
  have hn : ∑ x, φ R x * fderiv ℝ (fun S => φ S x) R a = 0 := by
    have h1 := HasFDerivAt.fun_sum (u := Finset.univ) fun x _ => (hd x).fun_mul (hd x)
    have h2 : (fun S => ∑ x, φ S x * φ S x) =ᶠ[𝓝 R] fun _ => (1 : ℝ) := by
      filter_upwards [hΩ.mem_nhds hR] with S hS using h.unit S hS
    have h3 := congrArg (fun L : X →L[ℝ] ℝ => L a)
      (h1.unique ((hasFDerivAt_const (1 : ℝ) R).congr_of_eventuallyEq h2))
    simp only [sum_apply, add_apply,
      smul_apply, zero_apply, smul_eq_mul,
      Finset.sum_add_distrib] at h3
    linarith
  -- symmetry of the kinetic matrix
  have hswap : ∑ x, φ R x * ∑ y, T x y * fderiv ℝ (fun S => φ S y) R a
      = ∑ x, (∑ y, T x y * φ R y) * fderiv ℝ (fun S => φ S x) R a := by
    simp only [Finset.mul_sum, Finset.sum_mul]
    rw [Finset.sum_comm]
    refine Finset.sum_congr rfl fun x _ => Finset.sum_congr rfl fun y _ => ?_
    rw [hT.apply x y]
    ring
  have heig : ∑ x, ((∑ y, T x y * φ R y) + V R x * φ R x)
      * fderiv ℝ (fun S => φ S x) R a = 0 := by
    rw [← mul_zero (ε R), ← hn, Finset.mul_sum]
    refine Finset.sum_congr rfl fun x _ => ?_
    rw [← hamiltonian_mulVec_apply, h.eigen R hR, Pi.smul_apply, smul_eq_mul, mul_assoc]
  simp only [sum_apply, add_apply,
    smul_apply, smul_eq_mul]
  simp only [add_mul, mul_add, Finset.sum_add_distrib] at heig ⊢
  have hc : ∑ x, φ R x * (V R x * fderiv ℝ (fun S => φ S x) R a)
      = ∑ x, V R x * φ R x * fderiv ℝ (fun S => φ S x) R a :=
    Finset.sum_congr rfl fun x _ => by ring
  have hq : ∑ x, φ R x * (φ R x * V' x a) = ∑ x, φ R x ^ 2 * V' x a :=
    Finset.sum_congr rfl fun x _ => by ring
  linarith

/-- Let `T` be symmetric, let the orbitals be differentiable unit eigenvectors on an open set, and
let `V` and `U` be differentiable at a point `R` of that set. Then the first derivative of the total
energy at `R` is the density contracted with the derivative of the potential, plus the derivative of
the nuclear energy. -/
theorem energy_hasFDerivAt (hT : T.IsSymm) (hΩ : IsOpen Ω)
    (h : ∀ i, IsEigenstateOn T V Ω (ψ i) (e i)) {R : X} (hR : R ∈ Ω)
    {V' : g → X →L[ℝ] ℝ} {U' : X →L[ℝ] ℝ}
    (hV : ∀ x, HasFDerivAt (fun S => V S x) (V' x) R) (hU : HasFDerivAt U U' R) :
    HasFDerivAt (energy e U) ((∑ x, density ψ R x • V' x) + U') R := by
  have key := (HasFDerivAt.fun_sum (u := Finset.univ) fun i _ =>
    hellmann_feynman hT hΩ (h i) hR hV).fun_add hU
  refine HasFDerivAt.congr_fderiv key ?_
  simp only [density, Finset.sum_smul]
  rw [Finset.sum_comm]

/-- Force constants: let `T` be symmetric and, on an open set, let `V` and `U` be twice
differentiable and the orbitals differentiable unit eigenvectors. Then the total energy is twice
differentiable there, and its second derivative is given by the density, its first derivative, and
the derivatives of `V` and `U`. -/
theorem energy_second_derivative (hT : T.IsSymm) (hΩ : IsOpen Ω)
    (h : ∀ i, IsEigenstateOn T V Ω (ψ i) (e i))
    (hV : ∀ x, TwiceDifferentiableOn (fun S => V S x) Ω) (hU : TwiceDifferentiableOn U Ω) :
    TwiceDifferentiableOn (energy e U) Ω ∧ ∀ R ∈ Ω, ∀ a b, hess (energy e U) R a b =
      (∑ x, (fderiv ℝ (fun S => density ψ S x) R a * fderiv ℝ (fun S => V S x) R b
        + density ψ R x * hess (fun S => V S x) R a b)) + hess U R a b := by
  have hE := fun S (hS : S ∈ Ω) => energy_hasFDerivAt hT hΩ h hS
    (fun x => (hV x S hS).1.hasFDerivAt) (hU S hS).1.hasFDerivAt
  have hn : ∀ R ∈ Ω, ∀ x, DifferentiableAt ℝ (fun S => density ψ S x) R := fun R hR x =>
    DifferentiableAt.fun_sum fun i _ => ((h i).diff R hR x).pow 2
  -- differentiate the formula for the first derivative, which holds near every `R` in `Ω`
  have key := fun R (hR : R ∈ Ω) =>
    ((HasFDerivAt.fun_sum (u := Finset.univ) fun x _ =>
      (hn R hR x).hasFDerivAt.fun_smul (hV x R hR).2.hasFDerivAt).fun_add
        (hU R hR).2.hasFDerivAt).congr_of_eventuallyEq
      (f₁ := fderiv ℝ (energy e U))
      (by filter_upwards [hΩ.mem_nhds hR] with S hS using (hE S hS).fderiv)
  refine ⟨fun R hR => ⟨(hE R hR).differentiableAt, (key R hR).differentiableAt⟩, ?_⟩
  intro R hR a b
  rw [hess, (key R hR).fderiv]
  simp only [sum_apply, add_apply,
    smul_apply, ContinuousLinearMap.smulRight_apply, smul_eq_mul, hess]
  exact congrArg (· + _) (Finset.sum_congr rfl fun x _ => add_comm _ _)

/-- The second derivative of a twice differentiable function on an open set is symmetric in the
two displacements. -/
theorem hess_symm {f : X → ℝ} (hΩ : IsOpen Ω) (hf : TwiceDifferentiableOn f Ω) {R : X}
    (hR : R ∈ Ω) (a b : X) : hess f R a b = hess f R b a :=
  second_derivative_symmetric_of_eventually
    (by filter_upwards [hΩ.mem_nhds hR] with S hS using (hf S hS).1.hasFDerivAt)
    (hf R hR).2.hasFDerivAt a b

/-- Reciprocity: let `T` be symmetric and, on an open set, let `V` be twice differentiable and the
orbitals differentiable unit eigenvectors. Then, at each point of the set, the density response to
displacement `a` contracted with the potential change along `b` is symmetric in `a` and `b`. -/
theorem density_response_reciprocity (hT : T.IsSymm) (hΩ : IsOpen Ω)
    (h : ∀ i, IsEigenstateOn T V Ω (ψ i) (e i))
    (hV : ∀ x, TwiceDifferentiableOn (fun S => V S x) Ω) {R : X} (hR : R ∈ Ω) (a b : X) :
    ∑ x, fderiv ℝ (fun S => density ψ S x) R a * fderiv ℝ (fun S => V S x) R b
      = ∑ x, fderiv ℝ (fun S => density ψ S x) R b * fderiv ℝ (fun S => V S x) R a := by
  have hU : TwiceDifferentiableOn (fun _ : X => (0 : ℝ)) Ω := fun S _ => by simp
  obtain ⟨hE, hF⟩ := energy_second_derivative hT hΩ h hV hU
  have h1 := hF R hR a b
  have h2 := hF R hR b a
  have h3 : ∑ x, density ψ R x * hess (fun S => V S x) R a b
      = ∑ x, density ψ R x * hess (fun S => V S x) R b a :=
    Finset.sum_congr rfl fun x _ => by rw [hess_symm hΩ (hV x) hR a b]
  rw [Finset.sum_add_distrib] at h1 h2
  linarith [hess_symm hΩ hE hR a b, hess_symm hΩ hU hR a b]

/-- The dynamical matrix: second derivatives of the energy `f` along the nuclear coordinates,
divided by the square roots of the masses `M`, which are to be positive. -/
def dynamicalMatrix {κ : Type*} [Fintype κ] [DecidableEq κ] (M : κ → ℝ)
    (f : (κ → ℝ) → ℝ) (R : κ → ℝ) : Matrix κ κ ℝ :=
  Matrix.of fun a b => hess f R (Pi.single a 1) (Pi.single b 1) / (√(M a) * √(M b))

/-- For positive masses, the quadratic form of the dynamical matrix at the mass-weighted
displacement `√M u` is the second derivative of the energy along `u`. -/
theorem dynamicalMatrix_quadratic {κ : Type*} [Fintype κ] [DecidableEq κ] {M : κ → ℝ}
    (hM : ∀ a, 0 < M a) (f : (κ → ℝ) → ℝ) (R u : κ → ℝ) :
    (fun a => √(M a) * u a) ⬝ᵥ (dynamicalMatrix M f R *ᵥ fun a => √(M a) * u a)
      = hess f R u u := by
  have hu : u = ∑ a, u a • (Pi.single a 1 : κ → ℝ) := by
    ext b
    simp [Finset.sum_apply, Pi.single_apply]
  -- expand the second derivative in nuclear coordinates, one slot at a time
  have h1 : ∀ v, hess f R u v = ∑ a, u a * hess f R (Pi.single a 1) v := fun v => by
    conv_lhs => rw [hu]
    simp only [hess, map_sum, map_smul, sum_apply,
      smul_apply, smul_eq_mul]
  have h2 : ∀ v, hess f R v u = ∑ b, u b * hess f R v (Pi.single b 1) := fun v => by
    conv_lhs => rw [hu]
    simp only [hess, map_sum, map_smul, smul_eq_mul]
  rw [h1]
  simp only [h2, dotProduct, Matrix.mulVec, dynamicalMatrix, Matrix.of_apply, Finset.mul_sum]
  refine Finset.sum_congr rfl fun a _ => Finset.sum_congr rfl fun b _ => ?_
  have ha : √(M a) ≠ 0 := (Real.sqrt_pos.2 (hM a)).ne'
  have hb : √(M b) ≠ 0 := (Real.sqrt_pos.2 (hM b)).ne'
  field_simp

/-- The orbital `(1, exp R) / √(1 + exp(R)²)` on two sites. -/
def dimerOrbital (R : ℝ) : Fin 2 → ℝ :=
  ![1 / √(1 + Real.exp R ^ 2), Real.exp R / √(1 + Real.exp R ^ 2)]

/-- Two sites with unit hopping and site potentials `exp(-R)` and `exp R` have `dimerOrbital` as
a differentiable unit eigenvector with eigenvalue `exp R + exp(-R)`. -/
theorem isEigenstateOn_witness :
    IsEigenstateOn !![0, 1; 1, 0] (fun R : ℝ => ![Real.exp (-R), Real.exp R]) Set.univ
      dimerOrbital (fun R => Real.exp R + Real.exp (-R)) where
  eigen R _ := by
    have hx : Real.exp (-R) * Real.exp R = 1 := by rw [← Real.exp_add]; simp
    ext x
    rw [hamiltonian_mulVec_apply]
    fin_cases x
    · simp [dimerOrbital, Fin.sum_univ_two]
      ring
    · simp [dimerOrbital, Fin.sum_univ_two]
      linear_combination (-(1 / √(1 + Real.exp R ^ 2))) * hx
  unit R _ := by
    have hs : √(1 + Real.exp R ^ 2) ^ 2 = 1 + Real.exp R ^ 2 := Real.sq_sqrt (by positivity)
    rw [dotProduct, Fin.sum_univ_two]
    calc _ = 1 / √(1 + Real.exp R ^ 2) * (1 / √(1 + Real.exp R ^ 2))
          + Real.exp R / √(1 + Real.exp R ^ 2) * (Real.exp R / √(1 + Real.exp R ^ 2)) := rfl
      _ = (1 + Real.exp R ^ 2) / √(1 + Real.exp R ^ 2) ^ 2 := by ring
      _ = 1 := by rw [hs, div_self (by positivity)]
  diff R _ x := by
    have hs : DifferentiableAt ℝ (fun S : ℝ => √(1 + Real.exp S ^ 2)) R :=
      DifferentiableAt.sqrt (by fun_prop) (by positivity)
    have h0 : √(1 + Real.exp R ^ 2) ≠ 0 := by positivity
    fin_cases x
    · exact (differentiableAt_const (1 : ℝ)).div hs h0
    · exact Real.differentiableAt_exp.div hs h0

end

end DynamicalMatrixDFPT
```

```lean
#print axioms DynamicalMatrixDFPT.energy_second_derivative
-- 'DynamicalMatrixDFPT.energy_second_derivative' depends on axioms: [propext, Classical.choice, Quot.sound]
#print axioms DynamicalMatrixDFPT.density_response_reciprocity
-- 'DynamicalMatrixDFPT.density_response_reciprocity' depends on axioms: [propext, Classical.choice, Quot.sound]
#print axioms DynamicalMatrixDFPT.dynamicalMatrix_quadratic
-- 'DynamicalMatrixDFPT.dynamicalMatrix_quadratic' depends on axioms: [propext, Classical.choice, Quot.sound]
```

## Force constants without second-order orbitals

Let $R$ denote the nuclear configuration and $x$ a grid point. The Hamiltonian is $H(R)=T+\mathrm{diag}\,V(R)$, with a fixed real symmetric matrix $T$. Its chosen eigenvectors $\psi_i(R)$ have eigenvalues $e_i(R)$, and $U(R)$ is the nuclear energy. Define

$$n_x=\sum_i\psi_{i,x}^2,\qquad E=\sum_i e_i+U.$$

Write $f'(a)$ for the derivative of $f$ along a displacement $a$, and $f''(a,b)$ for the second derivative along $a$ and $b$. On an open set $\Omega$ of configurations, `energy_second_derivative` states that $E$ is twice differentiable and that

$$E''(a,b)=\sum_x\big[n_x'(a)\,V_x'(b)+n_x\,V_x''(a,b)\big]+U''(a,b).$$

The hypotheses are that $V$ and $U$ are twice differentiable on $\Omega$ and that the orbitals are normalised and once differentiable there. Differentiability of the eigenvalues is a conclusion. The first derivative, in `energy_hasFDerivAt`, is $E'(b)=\sum_x n_xV_x'(b)+U'(b)$. For a single coordinate, $a=b=1$ gives $E''=\sum_x(n_x'V_x'+n_xV_x'')+U''$.

## The physical model in the Lean definitions

The type `g` is the grid, `ι` labels the orbitals, and `X` is the real normed space of nuclear configurations, for instance $\mathbb R^{3N}$ for $N$ nuclei. The derivatives `fderiv` are Fréchet derivatives, so mixed second derivatives are included. Since `Ω` need not be all of `X`, configurations with coinciding nuclei, where the repulsion diverges, can be left out.

`IsEigenstateOn` collects the eigenvalue equation, the norm condition and differentiability. The last is a real assumption: it stands for following an orbital smoothly as the nuclei move, which can fail at a level crossing. It can therefore exclude a symmetric molecule with a filled degenerate level that splits when the nuclei move, even though the sum of the occupied eigenvalues stays smooth there if a gap separates them from the empty ones. The structure does not require the orbitals to be the lowest ones, or mutually orthogonal. The user chooses the occupied set, and a doubly occupied orbital is listed twice. The norm is a plain sum over grid points, so $n_x$ counts electrons per point, not per volume.

The potential is a given function of $R$. In Kohn–Sham theory it also depends on the density, and the total energy contains double-counting corrections that $\sum_i e_i+U$ lacks when $U$ is only the nuclear energy. The theorem therefore shows the structure of density functional perturbation theory in a non-interacting, finite model, without the self-consistent screening.

For nuclear coordinates labelled by $\alpha,\beta$ with masses $M_\alpha$, `dynamicalMatrix` is

$$D_{\alpha\beta}=\frac{E''(\hat\alpha,\hat\beta)}{\sqrt{M_\alpha}\sqrt{M_\beta}},$$

where $\hat\alpha$ is the unit displacement of coordinate $\alpha$. This is the matrix of a finite system, with no crystal wavevector.

## Why the orbital response drops out of the force

Fix one orbital $\psi$ with eigenvalue $e$. Because $\psi$ is normalised,

$$e=\sum_x\psi_x\Big(\sum_yT_{xy}\psi_y+V_x\psi_x\Big).$$

The right side is built from differentiable functions, so $e$ is differentiable. The product rule gives

$$e'(a)=\sum_x\psi_x'(a)(H\psi)_x+\sum_x\psi_x(H\psi'(a))_x+\sum_x\psi_x^2V_x'(a).$$

Since $H$ is symmetric, the second sum equals the first. With $H\psi=e\psi$, the two together are $2e\sum_x\psi_x\psi_x'(a)$. Differentiating $\sum_x\psi_x^2=1$ shows that this vanishes, which leaves

$$e'(a)=\sum_x\psi_x^2V_x'(a).$$

This is `hellmann_feynman`, for a Hamiltonian whose $R$-dependence lies entirely in the local potential. In its proof `he` is the expectation value, `key` the product rule, `hn` the conserved norm and `hswap` the symmetry of $T$. The eigenvalue equation is used in `he` and again in `heig`, and `linarith` combines the pieces.

Summing over $i$ and exchanging the two finite sums gives $E'(b)=\sum_xn_xV_x'(b)+U'(b)$. This holds at every point of the open set $\Omega$, hence in a neighbourhood of each $R$, and so it may be differentiated again. The product rule along $a$ yields the formula for $E''(a,b)$, with

$$n_x'(a)=2\sum_i\psi_{i,x}\,\psi_{i,x}'(a).$$

No second derivative of an orbital appears, and none is assumed to exist. In Lean, `congr_of_eventuallyEq` carries the derivative of the formula over to `fderiv ℝ (energy e U)`.

## Reciprocity, mass weighting and a dimer

By `hess_symm`, the second derivatives of $E$, $V_x$ and $U$ are symmetric in $a$ and $b$. Subtracting the formula with $a$ and $b$ exchanged leaves

$$\sum_xn_x'(a)V_x'(b)=\sum_xn_x'(b)V_x'(a).$$

`density_response_reciprocity` obtains this by taking $U=0$. In a non-interacting linear-response calculation it can serve as a consistency check.

For positive masses, set $w_\alpha=\sqrt{M_\alpha}\,u_\alpha$. Expanding $u$ in unit displacements cancels the mass factors, so $w^{\mathsf T}Dw=E''(u,u)$. This is `dynamicalMatrix_quadratic`.

The dimer in `isEigenstateOn_witness` has unit hopping and site potentials $(e^{-R},e^R)$. Its upper level is $e=2\cosh R$, with density $(1,e^{2R})/(1+e^{2R})$. With $U=0$ and $R=0$, the density response contributes $\sum_xn_x'V_x'=1$ and the curvature of the potential contributes $\sum_xn_xV_x''=1$. Their sum is $e''(0)=2$, so half of this force constant comes from the shift of the density. In the ground state, one electron fills the lower level instead, which is $0$ for all $R$. There the two contributions at $R=0$ are $-1$ and $1$, and they cancel.

## When the hopping also depends on the nuclei

The same argument works by hand if $T(R)$ is symmetric and twice differentiable, as in tight-binding models with an orthonormal basis and distance-dependent hopping. The density is then replaced by the density matrix $P_{xy}=\sum_i\psi_{i,x}\psi_{i,y}$:

$$E''(a,b)=\sum_{x,y}\big[P_{xy}'(a)H_{xy}'(b)+P_{xy}H_{xy}''(a,b)\big]+U''(a,b).$$

The file treats only constant $T$, for which this reduces to the density formula.
